# A common shift t of all transition-state energies multiplies the rate of serial steps by exp(−t/T)

For a finite, nonempty set of serial steps with transition-state energies G_j, the model takes the rate to be C / ∑ exp(G_j/T), with a fixed constant C > 0 and the temperature T in energy units. The theorem states that this rate is positive, that it is differentiable as a function of all the energies together, and that adding t to every energy multiplies it by exp(−t/T). Lean's statement allows any real T, though the physical reading needs T > 0. The attempt gets positivity from the positive sum in the denominator, differentiability from the quotient rule, and the shift law by taking the common factor exp(t/T) out of the sum.

This version doesn't compile in Lean 4 with Mathlib:

```lean
import Mathlib

open Finset

namespace DegreeOfRateControl

noncomputable section

variable {ι : Type*} [Fintype ι]

/-- The rate of serial steps with transition-state energies `G j` at temperature `T` (in energy
units), for `T ≠ 0` and at least one step. -/
def serialRate (C T : ℝ) (G : ι → ℝ) : ℝ :=
  C / ∑ j, Real.exp (G j / T)

/-- The sum of the exponential resistances of the serial steps is positive. -/
theorem resistance_pos [Nonempty ι] (T : ℝ) (G : ι → ℝ) :
    0 < ∑ j, Real.exp (G j / T) :=
  Finset.sum_pos (fun _ _ => Real.exp_pos _) Finset.univ_nonempty

/-- The serial rate is positive and differentiable, and a common shift `t` of all
transition-state energies multiplies it by `exp (-t / T)`. -/
theorem serialRate_shift_law [Nonempty ι] {C : ℝ} (hC : 0 < C) (T : ℝ) :
    (∀ G : ι → ℝ, 0 < serialRate C T G) ∧
    Differentiable ℝ (serialRate C T : (ι → ℝ) → ℝ) ∧
    ∀ (G : ι → ℝ) (t : ℝ),
      serialRate C T (fun i => G i + t) = Real.exp (-t / T) * serialRate C T G := by
  refine ⟨fun G => div_pos hC (resistance_pos T G), fun G => ?_, fun G t => ?_⟩
  · have hs : DifferentiableAt ℝ (fun E : ι → ℝ => ∑ j, Real.exp (E j / T)) G := by
      fun_prop
    have hc : DifferentiableAt ℝ (fun _ : ι → ℝ => C) G := differentiableAt_const C
    exact hc.div hs (resistance_pos T G).ne'
  · -- the common factor exp (t / T) comes out of the sum
    have h : ∑ j, Real.exp ((G j + t) / T)
        = Real.exp (t / T) * ∑ j, Real.exp (G j / T) := by
      rw [Finset.mul_sum]
      refine Finset.sum_congr rfl fun j _ => ?_
      rw [← Real.exp_add]
      congr 1
      ring
    have hS := (resistance_pos T G).ne'
    simp only [serialRate]
    rw [h, neg_div, Real.exp_neg]
    field_simp

end

end DegreeOfRateControl
```

Compiling this gives:

```
Main.lean:32:10: error(lean.synthInstanceFailed): failed to synthesize instance of type class
  NontriviallyNormedField (ι → ℝ)

Hint: Type class instance resolution failures can be inspected with the `set_option trace.Meta.synthInstance true` command.
Main.lean:32:17: error: Application type mismatch: The argument
  hs
has type
  DifferentiableAt.{0, u_1, 0} ℝ (fun E => ∑ j, Real.exp (E j / T)) G
but is expected to have type
  DifferentiableAt.{u_1, u_1, 0} (ι → ℝ) univ.sum fun j => Real.exp (G j / T)
in the application
  DifferentiableAt.div ?m.196 hs
```

The mended proof, as a diff:

```diff
@@ -29,6 +29,12 @@
   · have hs : DifferentiableAt ℝ (fun E : ι → ℝ => ∑ j, Real.exp (E j / T)) G := by
       fun_prop
-    have hc : DifferentiableAt ℝ (fun _ : ι → ℝ => C) G := differentiableAt_const C
-    exact hc.div hs (resistance_pos T G).ne'
+    have hinv : DifferentiableAt ℝ (fun E : ι → ℝ => (∑ j, Real.exp (E j / T))⁻¹) G :=
+      (hasDerivAt_inv (resistance_pos T G).ne').differentiableAt.comp G hs
+    have heq : (serialRate C T : (ι → ℝ) → ℝ)
+        = fun E => C * (∑ j, Real.exp (E j / T))⁻¹ := by
+      funext E
+      exact div_eq_mul_inv _ _
+    rw [heq]
+    exact hinv.const_mul C
   · -- the common factor exp (t / T) comes out of the sum
     have h : ∑ j, Real.exp ((G j + t) / T)
```

What went wrong. Both errors come from the quotient rule, `DifferentiableAt.div`. Here it covers only functions whose domain is the field over which one differentiates, while the rate is a function on `ι → ℝ`, differentiated over `ℝ`. Lean matched the sum in the nonvanishing proof as the function `univ.sum` applied to the family of exponentials, and so took `ι → ℝ` for the field. The first message says that no `NontriviallyNormedField` instance was found for that space. The second says that `hs`, which is about differentiability over `ℝ` at `G`, doesn't fit the type that resulted.

The repair uses the one-variable rule only where it applies, to inversion on `ℝ`. `hasDerivAt_inv` gives the derivative of the inverse at the nonzero value of the sum, and `comp` composes this with `hs`, whose domain may be `ι → ℝ`. The equation `heq` rewrites the rate as `C` times the inverse of the sum, so that `hinv.const_mul C` closes the goal. `hc` is dropped because `const_mul` needs no separate proof that the constant is differentiable.
